# For an even number of beads, Verlet steps of all internal free ring-polymer modes have traces strictly between −2 and 2 exactly when $h\omega_P<1$

A ring-polymer simulation that integrates the springs by velocity Verlet can blow up if the time step $h$ is too long for the spring frequency $\omega_P$. For a free ring with an even number $P$ of beads, each moving with the same mass $M$ that enters the spring constant $M\omega_P^2$, the internal modes stay bounded from every starting point exactly when $h\omega_P<1$. The theorems below prove the trace criterion, boundedness below this threshold and linear growth at it; growth above it is only argued at the end. In the convention $\omega_P=P/(\beta\hbar)$, with $\beta=1/(k_BT)$ at the physical temperature $T$, this means $h<\beta\hbar/P$: doubling the beads halves the limit. An external potential adds its own forces, which are not treated here.

## The step and the modes

```lean
import Mathlib

open Matrix

namespace RingPolymerVerlet

noncomputable section
```

The file loads Mathlib and opens the matrix notation.

```lean
/-- Half a momentum kick by the harmonic force `-ω² q`, acting on `(q, p)` at unit mass. -/
def halfKick (ω h : ℝ) : Matrix (Fin 2) (Fin 2) ℝ := !![1, 0; -(h / 2 * ω ^ 2), 1]
```

A mode has position $q$, momentum $p$, unit mass and frequency $\omega$. The half kick sends $(q,p)$ to $(q,\;p-\tfrac h2\omega^2q)$. The type `Matrix (Fin 2) (Fin 2) ℝ` is that of real $2\times2$ matrices, with indices 0 for $q$ and 1 for $p$.

```lean
/-- Free drift of the position during a time `h`. -/
def drift (h : ℝ) : Matrix (Fin 2) (Fin 2) ℝ := !![1, h; 0, 1]
```

The drift sends $(q,p)$ to $(q+hp,\;p)$.

```lean
/-- One velocity Verlet step: half kick, drift, half kick. -/
def verlet (ω h : ℝ) : Matrix (Fin 2) (Fin 2) ℝ := halfKick ω h * drift h * halfKick ω h
```

The full step is the product of the three matrices, the rightmost acting first.

```lean
/-- Frequency of the `k`-th normal mode of a free ring polymer with `P` beads. -/
def modeFreq (ωP : ℝ) (P k : ℕ) : ℝ := 2 * ωP * Real.sin (Real.pi * k / P)
```

This is $\omega_k=2\omega_P\sin(\pi k/P)$. In Lean, `ωP` is any real number; its link to temperature is left to the user.

```lean
/-- Displacement of bead `j` in a standing wave of index `k` and phase `φ`. -/
def modeShape (P k : ℕ) (φ : ℝ) (j : ℤ) : ℝ := Real.cos (2 * (Real.pi * k / P) * j + φ)
```

Bead $j$ is displaced by $\cos(2\pi kj/P+\varphi)$, with an arbitrary phase $\varphi$.

```lean
/-- The quadratic form `p² + ω² (1 - (hω)²/4) q²`, a modified energy for step size `h`. -/
def shadowEnergy (ω h : ℝ) (v : Fin 2 → ℝ) : ℝ :=
  v 1 ^ 2 + ω ^ 2 * (1 - (h * ω) ^ 2 / 4) * v 0 ^ 2
```

This quadratic form is $E(q,p)=p^2+c\,q^2$ with $c=\omega^2\bigl(1-(h\omega)^2/4\bigr)$. It differs from twice the true energy by a correction of order $h^2$.

```lean
/-- On a standing wave, minus the nearest-neighbour spring force (at unit mass) equals the squared
mode frequency times the displacement. -/
theorem spring_force_modeShape (ωP φ : ℝ) (P k : ℕ) (j : ℤ) :
    ωP ^ 2 * (2 * modeShape P k φ j - modeShape P k φ (j + 1) - modeShape P k φ (j - 1))
      = modeFreq ωP P k ^ 2 * modeShape P k φ j := by
  unfold modeShape modeFreq
  generalize Real.pi * k / P = x
  have h1 : 2 * x * ((j + 1 : ℤ) : ℝ) + φ = (2 * x * j + φ) + 2 * x := by
    push_cast; ring
  have h2 : 2 * x * ((j - 1 : ℤ) : ℝ) + φ = (2 * x * j + φ) - 2 * x := by
    push_cast; ring
  rw [h1, h2, Real.cos_add (2 * x * j + φ), Real.cos_sub (2 * x * j + φ), Real.cos_two_mul]
  linear_combination
    (-4 * ωP ^ 2 * Real.cos (2 * x * j + φ)) * Real.sin_sq_add_cos_sq x
```

The left side is minus the spring force on bead $j$. Put $x=\pi k/P$ and $\theta=2xj+\varphi$. Since $\cos(\theta+2x)+\cos(\theta-2x)=2\cos\theta\cos2x$,

$$\omega_P^2\,(2\cos\theta-2\cos\theta\cos2x)=4\omega_P^2\sin^2x\,\cos\theta=\omega_k^2\cos\theta .$$

Lean uses the same addition formulas, and `linear_combination` supplies $\sin^2x+\cos^2x=1$. For $P=2$ both neighbours are the same bead, joined by two springs. For integer $k$ and $P\ge1$ the wave repeats after $P$ beads, so it fits on the ring, and the theorem then justifies the frequencies; the later results start from separate modes and do not construct the full transformation from beads to modes.

## The trace of one step

```lean
/-- The velocity Verlet step of a harmonic mode, multiplied out. -/
theorem verlet_eq (ω h : ℝ) :
    verlet ω h = !![1 - (h * ω) ^ 2 / 2, h;
      -(h * ω ^ 2 * (1 - (h * ω) ^ 2 / 4)), 1 - (h * ω) ^ 2 / 2] := by
  unfold verlet halfKick drift
  rw [Matrix.mul_fin_two, Matrix.mul_fin_two]
  ext i j
  fin_cases i <;> fin_cases j <;> simp <;> ring
```

Write $a=h\omega$. Half kick times drift is

$$\begin{pmatrix}1&h\\-h\omega^2/2&1-a^2/2\end{pmatrix}.$$

Multiplying on the right by the remaining half kick, the one that acts first, gives

$$\begin{pmatrix}1-a^2/2&h\\-h\omega^2(1-a^2/4)&1-a^2/2\end{pmatrix}.$$

Lean compares the four entries, closing them with `simp` and `ring`.

```lean
/-- For a mode with `ω > 0` and a time step `h > 0`, the trace of the Verlet step lies strictly
between -2 and 2 exactly when `h ω < 2`. -/
theorem verlet_trace_iff {ω h : ℝ} (hω : 0 < ω) (hh : 0 < h) :
    (-2 < (verlet ω h).trace ∧ (verlet ω h).trace < 2) ↔ h * ω < 2 := by
  have ht : (verlet ω h).trace = 2 - (h * ω) ^ 2 := by
    rw [verlet_eq, Matrix.trace_fin_two_of]; ring
  have hx : 0 < h * ω := mul_pos hh hω
  rw [ht]
  constructor
  · rintro ⟨h1, -⟩
    nlinarith
  · intro h1
    constructor <;> nlinarith
```

The trace is $2-a^2$. For $h,\omega>0$ it is automatically below 2, and it exceeds $-2$ exactly when $a^2<4$, that is, $a<2$. `nlinarith` handles these inequalities.

## Even and odd rings

```lean
lemma modeFreq_pos {ωP : ℝ} {P k : ℕ} (hω : 0 < ωP) (hk : 0 < k) (hkP : k < P) :
    0 < modeFreq ωP P k := by
  have hk' : (0 : ℝ) < k := by exact_mod_cast hk
  have hkP' : (k : ℝ) < P := by exact_mod_cast hkP
  have hP : (0 : ℝ) < P := hk'.trans hkP'
  have hs : 0 < Real.sin (Real.pi * k / P) := by
    apply Real.sin_pos_of_pos_of_lt_pi
    · positivity
    · rw [div_lt_iff₀ hP]
      nlinarith [Real.pi_pos]
  unfold modeFreq
  positivity
```

For $0<k<P$ the angle $\pi k/P$ lies strictly between 0 and $\pi$, so its sine is positive and $\omega_k>0$. This allows the single-mode criterion to be applied.

```lean
lemma modeFreq_middle (ωP : ℝ) {m : ℕ} (hm : 0 < m) : modeFreq ωP (m + m) m = 2 * ωP := by
  have hm' : (0 : ℝ) < m := by exact_mod_cast hm
  have e : Real.pi * m / ((m + m : ℕ) : ℝ) = Real.pi / 2 := by
    push_cast
    rw [div_eq_div_iff (by positivity) two_ne_zero]
    ring
  rw [modeFreq, e, Real.sin_pi_div_two, mul_one]
```

With $P=2m$ beads and $k=m$, the angle is $\pi/2$ and the frequency is $2\omega_P$. In this mode neighbouring beads move oppositely.

```lean
/-- For an even number of beads, the Verlet steps of all internal modes have traces strictly
between -2 and 2 if and only if `h ω_P < 1`. -/
theorem verlet_stable_iff_even {P : ℕ} (hP : Even P) (hP2 : 2 ≤ P) {ωP h : ℝ}
    (hω : 0 < ωP) (hh : 0 < h) :
    (∀ k : ℕ, 0 < k → k < P → -2 < (verlet (modeFreq ωP P k) h).trace ∧
      (verlet (modeFreq ωP P k) h).trace < 2) ↔ h * ωP < 1 := by
  constructor
  · intro H
    obtain ⟨m, rfl⟩ := hP
    -- the alternating mode is the fastest one
    have h1 := (verlet_trace_iff (modeFreq_pos hω (by omega) (by omega)) hh).1
      (H m (by omega) (by omega))
    rw [modeFreq_middle ωP (by omega)] at h1
    linarith
  · intro H k hk hkP
    rw [verlet_trace_iff (modeFreq_pos hω hk hkP) hh]
    unfold modeFreq
    nlinarith [mul_le_mul_of_nonneg_left (Real.sin_le_one (Real.pi * k / P))
      (mul_pos hh hω).le]
```

The hypotheses say that $P$ is even and at least 2, and that $\omega_P$ and $h$ are positive. The quantifier `∀ k` with `0 < k → k < P` selects the internal modes and omits the centroid, $k=0$.

If all traces lie in the interval, the middle mode gives $2h\omega_P<2$, hence $h\omega_P<1$. Conversely, if $h\omega_P<1$, every internal mode satisfies

$$h\omega_k=2h\omega_P\sin(\pi k/P)\le2h\omega_P<2 .$$

The two branches after `constructor` are these two directions.

Without evenness the equivalence fails. Take $P=3$ and $h\omega_P=1.1$: both internal modes have frequency $\sqrt3\,\omega_P$ and trace $2-3(1.1)^2=-1.63$, inside the interval although $h\omega_P>1$.

```lean
/-- For an odd number of beads, at least three, the sharp condition on the traces is
`h ω_P cos(π/(2P)) < 1`. -/
theorem verlet_stable_iff_odd {P : ℕ} (hP : Odd P) (hP3 : 3 ≤ P) {ωP h : ℝ}
    (hω : 0 < ωP) (hh : 0 < h) :
    (∀ k : ℕ, 0 < k → k < P → -2 < (verlet (modeFreq ωP P k) h).trace ∧
      (verlet (modeFreq ωP P k) h).trace < 2) ↔
      h * ωP * Real.cos (Real.pi / (2 * P)) < 1 := by
  obtain ⟨m, hm⟩ := hP
  have hPm : (P : ℝ) = 2 * m + 1 := by exact_mod_cast hm
  have hP0 : (0 : ℝ) < P := by rw [hPm]; positivity
  -- measure all angles in units of d = π/(2P)
  obtain ⟨d, hd⟩ : ∃ d, d = Real.pi / (2 * P) := ⟨_, rfl⟩
  have hd0 : 0 < d := by rw [hd]; positivity
  have hpi : Real.pi = 2 * P * d := by rw [hd]; field_simp
  have hang : ∀ k : ℕ, Real.pi * k / P = 2 * k * d := by
    intro k
    rw [div_eq_iff hP0.ne', hpi]
    ring
  rw [← hd]
  constructor
  · intro H
    have h1 := (verlet_trace_iff (modeFreq_pos hω (by omega) (by omega)) hh).1
      (H m (by omega) (by omega))
    have e : Real.sin (2 * m * d) = Real.cos d := by
      rw [← Real.cos_pi_div_two_sub]
      congr 1
      rw [hpi, hPm]
      ring
    rw [modeFreq, hang, e] at h1
    linarith
  · intro H k hk hkP
    rw [verlet_trace_iff (modeFreq_pos hω hk hkP) hh]
    have hk0 : (0 : ℝ) ≤ k * d := by positivity
    have hkd : (k : ℝ) * d ≤ P * d := by
      have : (k : ℝ) ≤ P := by exact_mod_cast hkP.le
      gcongr
    have hs : Real.sin (2 * k * d) ≤ Real.cos d := by
      rw [← Real.cos_pi_div_two_sub]
      rcases Nat.lt_or_ge m k with hmk | hmk
      · have h2 : (m : ℝ) + 1 ≤ k := by exact_mod_cast hmk
        rw [← Real.cos_neg]
        apply Real.cos_le_cos_of_nonneg_of_le_pi hd0.le
        · nlinarith
        · nlinarith
      · have h2 : (k : ℝ) ≤ m := by exact_mod_cast hmk
        apply Real.cos_le_cos_of_nonneg_of_le_pi hd0.le
        · nlinarith
        · nlinarith
    rw [modeFreq, hang]
    nlinarith [mul_le_mul_of_nonneg_left hs (mul_pos hh hω).le]
```

For odd $P=2m+1$ no mode reaches $2\omega_P$. Let $d=\pi/(2P)$, so that $\pi/2=Pd$ and

$$\sin(\pi k/P)=\sin(2kd)=\cos\bigl((P-2k)d\bigr).$$

The integer $P-2k$ is odd, so $|P-2k|\ge1$. Cosine decreases on $[0,\pi]$, hence the sine is at most $\cos d$, with equality at $k=m$. The condition $h\omega_k<2$ for all internal modes therefore becomes $h\omega_P\cos d<1$. Lean splits into $k\le m$ and $k>m$, using the evenness of cosine in the second case.

## Bounded motion and linear growth

```lean
/-- Any number of Verlet steps conserves the modified energy of a harmonic mode. -/
theorem shadowEnergy_conserved (ω h : ℝ) (v : Fin 2 → ℝ) (n : ℕ) :
    shadowEnergy ω h ((verlet ω h ^ n) *ᵥ v) = shadowEnergy ω h v := by
  induction n with
  | zero => simp
  | succ n ih =>
    rw [pow_succ', ← Matrix.mulVec_mulVec, ← ih]
    generalize (verlet ω h ^ n) *ᵥ v = w
    rw [verlet_eq]
    simp only [shadowEnergy, Matrix.mulVec, dotProduct, Fin.sum_univ_two, Matrix.of_apply,
      Matrix.cons_val_zero, Matrix.cons_val_one]
    ring
```

Let $\alpha=1-a^2/2$. One step gives $q'=\alpha q+hp$ and $p'=-hc\,q+\alpha p$. In $p'^2+c\,q'^2$ the cross terms cancel, leaving

$$(\alpha^2+h^2c)(p^2+c\,q^2)=p^2+c\,q^2,$$

because $\alpha^2+h^2c=1-a^2+\tfrac{a^4}4+a^2-\tfrac{a^4}4=1$. Induction extends this to $n$ steps. The symbol `*ᵥ` applies a matrix to a vector.

```lean
/-- If `ω` and `h` are positive and `h ω < 2`, position and momentum stay bounded over all Verlet
steps. -/
theorem verlet_orbit_bounded {ω h : ℝ} (hω : 0 < ω) (hh : 0 < h) (hs : h * ω < 2)
    (v : Fin 2 → ℝ) : ∃ C : ℝ, ∀ n : ℕ, ∀ i, |((verlet ω h ^ n) *ᵥ v) i| ≤ C := by
  have hx : 0 < h * ω := mul_pos hh hω
  obtain ⟨c, hc⟩ : ∃ c, c = ω ^ 2 * (1 - (h * ω) ^ 2 / 4) := ⟨_, rfl⟩
  have hc0 : 0 < c := by
    rw [hc]
    exact mul_pos (by positivity) (by nlinarith)
  refine ⟨shadowEnergy ω h v + shadowEnergy ω h v / c + 1, fun n i => ?_⟩
  rw [← shadowEnergy_conserved ω h v n]
  generalize (verlet ω h ^ n) *ᵥ v = w
  have hE : shadowEnergy ω h w = w 1 ^ 2 + c * w 0 ^ 2 := by rw [hc, shadowEnergy]
  have hq : shadowEnergy ω h w / c = w 1 ^ 2 / c + w 0 ^ 2 := by
    rw [hE]; field_simp
  have h1 : 0 ≤ w 1 ^ 2 / c := by positivity
  have h2 : 0 ≤ c * w 0 ^ 2 := by positivity
  -- both squares are controlled by the conserved energy
  have hi : w i ^ 2 ≤ w 1 ^ 2 + w 0 ^ 2 := by
    fin_cases i
    · simpa using sq_nonneg (w 1)
    · simpa using sq_nonneg (w 0)
  rw [hq, hE, abs_le]
  constructor <;> nlinarith [sq_nonneg (w i - 1), sq_nonneg (w i + 1), sq_nonneg (w i)]
```

If $0<h\omega<2$, then $c>0$, so $p^2\le E$ and $q^2\le E/c$ at every step. Since $|x|\le x^2+1$, both coordinates are bounded in absolute value by $C=E+E/c+1$. The constant depends on the initial vector `v` but not on $n$. This gives the trace condition its dynamical meaning.

```lean
/-- At `h ω_P = 1` the `n`-th power of the Verlet step of the middle mode of `2m` beads is,
up to sign, a shear whose size grows linearly in `n`. -/
theorem verlet_pow_at_threshold {ωP h : ℝ} (hc : h * ωP = 1) {m : ℕ} (hm : 0 < m) (n : ℕ) :
    verlet (modeFreq ωP (m + m) m) h ^ n = (-1 : ℝ) ^ n • !![1, -(n * h); 0, 1] := by
  have e : verlet (modeFreq ωP (m + m) m) h = !![-1, h; 0, -1] := by
    have h2 : (h * (2 * ωP)) ^ 2 = 4 := by
      linear_combination (4 * (h * ωP) + 4) * hc
    rw [modeFreq_middle ωP hm, verlet_eq, h2]
    norm_num
  rw [e]
  induction n with
  | zero => simp [Matrix.one_fin_two]
  | succ n ih =>
    rw [pow_succ, ih, Matrix.smul_mul, Matrix.mul_fin_two, pow_succ, mul_smul]
    congr 1
    ext i j
    fin_cases i <;> fin_cases j <;> simp
    ring

end

end RingPolymerVerlet
```

At $h\omega_P=1$ the middle mode has $a=2$, and its step is $-\begin{pmatrix}1&-h\\0&1\end{pmatrix}$. Each further factor adds $-h$ to the corner of the shear, so the $n$-th power is

$$(-1)^n\begin{pmatrix}1&-nh\\0&1\end{pmatrix}.$$

Starting from $(q,p)=(0,1)$, the position after $n$ steps has size $n|h|$. The strict inequality thus excludes a motion that really grows.

Stability could also have been defined as boundedness of every internal orbit. The threshold for even $P$ would be the same, but the proof would also have to treat $h\omega_P>1$, where the middle mode has an eigenvalue of modulus above 1; that growth is a consequence of ordinary linear algebra and is not among the theorems here.

```lean
#print axioms RingPolymerVerlet.verlet_stable_iff_even
#print axioms RingPolymerVerlet.verlet_stable_iff_odd
#print axioms RingPolymerVerlet.verlet_orbit_bounded
#print axioms RingPolymerVerlet.verlet_pow_at_threshold
```

```
'RingPolymerVerlet.verlet_stable_iff_even' depends on axioms: [propext, Classical.choice, Quot.sound]
'RingPolymerVerlet.verlet_stable_iff_odd' depends on axioms: [propext, Classical.choice, Quot.sound]
'RingPolymerVerlet.verlet_orbit_bounded' depends on axioms: [propext, Classical.choice, Quot.sound]
'RingPolymerVerlet.verlet_pow_at_threshold' depends on axioms: [propext, Classical.choice, Quot.sound]
```
